# An n-fold spinor rotation can forbid all coupling between two doublets exactly when n ≥ 3

Suppose that inversion times time reversal is a symmetry, squares to $-1$ and commutes with the rotation. It then pairs states into doublets with conjugate rotation eigenvalues, and $\{z,\bar z\}$ labels the doublet. An $n$-fold spinor rotation has $\lceil n/2\rceil$ labels, and two doublets are uncoupled in every Hermitian rotation-symmetric Hamiltonian exactly when their labels differ. In electronic structure, this is the condition under which rotation symmetry alone lets two doubly degenerate bands on a rotation axis cross without hybridizing, here for a finite single-particle matrix at one momentum. Whether the bands actually meet depends on their energies, which are not modelled.

## Labels and rotation matrices

The candidate eigenvalues are $e^{i\theta_j}$ with $\theta_j=(2j+1)\pi/n$, written `phase n j` and `angle n j`.

```lean
import Mathlib

open Matrix
open scoped ComplexConjugate

namespace SpinorBandCrossing

noncomputable section

/-- The angle `(2j+1)π/n` of a spinor rotation eigenvalue, for `n ≥ 1`. -/
def angle (n j : ℕ) : ℝ := (2 * j + 1) * Real.pi / n

/-- The phase `exp(iπ(2j+1)/n)`, for `n ≥ 1`. -/
def phase (n j : ℕ) : ℂ := Complex.exp (angle n j * Complex.I)
```

A label is a set, so $z=-1$ gives the single-element label $\{-1\}$, although its doublet still has two states.

```lean
/-- The label of a doublet: a rotation eigenvalue together with its conjugate. -/
def doublet (z : ℂ) : Set ℂ := {z, conj z}

/-- The set of doublet labels of an `n`-fold spinor rotation. -/
def doublets (n : ℕ) : Set (Set ℂ) := doublet '' {z | z ^ n = -1}
```

The next two maps are an explicit doublet: its rotation $C$, and inversion times time reversal, $\Theta$.

```lean
/-- The rotation acting on a two-component doublet with eigenvalues `z` and `conj z`. -/
def doubletRotation (z : ℂ) : Module.End ℂ (ℂ × ℂ) where
  toFun v := (z * v.1, conj z * v.2)
  map_add' x y := by apply Prod.ext <;> simp [mul_add]
  map_smul' c x := by apply Prod.ext <;> simp [mul_left_comm]

/-- Inversion times time reversal on a two-component doublet. -/
def doubletPT : (ℂ × ℂ) →ₛₗ[starRingEnd ℂ] (ℂ × ℂ) where
  toFun v := (-conj v.2, conj v.1)
  map_add' x y := by apply Prod.ext <;> simp [add_comm]
  map_smul' c x := by apply Prod.ext <;> simp
```

For several doublets, a basis state is labelled by a pair `(a, s)`: doublet `a`, partner `s`. The rotation is diagonal in this basis.

```lean
/-- The eigenvalue of the state `(a, s)`: `z a` for one partner of doublet `a`, its
conjugate for the other. -/
def pairPhase {ι : Type*} (z : ι → ℂ) (p : ι × Bool) : ℂ :=
  if p.2 = true then conj (z p.1) else z p.1

/-- The diagonal rotation matrix of a family of doublets. -/
def pairedRotation {ι : Type*} [DecidableEq ι] (z : ι → ℂ) :
    Matrix (ι × Bool) (ι × Bool) ℂ := diagonal (pairPhase z)
```

## The relations Cⁿ = −1, Θ² = −1 and CΘ = ΘC

Let $\psi\ne0$ satisfy $C\psi=z\psi$. In `kramers_partner`, $C$ is linear and $\Theta$ conjugate-linear on any complex vector space; no inner product is needed.

**$C^n=-1$** (`hC`) says that a full turn reverses the sign of a spinor. It gives $z^n\psi=C^n\psi=-\psi$, so $z^n=-1$; Lean obtains $C^k\psi=z^k\psi$ by induction. With $C^n=+1$ the eigenvalues would be ordinary roots of unity, and already $n=2$ would have two labels, $\{1\}$ and $\{-1\}$.

**$C\Theta=\Theta C$** (`hcomm`) says that the rotation commutes with the product of inversion and time reversal; neither needs to be a symmetry by itself. Conjugate-linearity then gives $C\Theta\psi=\Theta(z\psi)=\bar z\,\Theta\psi$, which Lean gets by rewriting. Without it the partner may have another eigenvalue: $C=i$ on the explicit doublet gives both states $i$.

**$\Theta^2=-1$** (`hΘ`) is the Kramers condition for half-odd-integer spin. If $\Theta\psi=c\psi$, then $-\psi=\Theta^2\psi=\bar c c\,\psi$, so $|c|^2=-1$, which is impossible; Lean reaches the same contradiction through `Complex.normSq`. With $\Theta^2=+1$ the partner can be the same state, as for complex conjugation on $\mathbb C$ with $C=-1$ and $n=1$.

```lean
/-- A spinor rotation eigenvalue satisfies `z ^ n = -1`; inversion times time reversal sends
its state to a linearly independent state with the conjugate eigenvalue. -/
theorem kramers_partner {V : Type*} [AddCommGroup V] [Module ℂ V]
    (C : Module.End ℂ V) (Θ : V →ₛₗ[starRingEnd ℂ] V) (n : ℕ)
    (hC : C ^ n = -1) (hΘ : ∀ v, Θ (Θ v) = -v) (hcomm : ∀ v, C (Θ v) = Θ (C v))
    {ψ : V} {z : ℂ} (hψ : ψ ≠ 0) (hz : C ψ = z • ψ) :
    z ^ n = -1 ∧ C (Θ ψ) = conj z • Θ ψ ∧ ∀ c : ℂ, Θ ψ ≠ c • ψ := by
  refine ⟨?_, by rw [hcomm, hz, map_smulₛₗ], ?_⟩
  · have hk : ∀ k : ℕ, (C ^ k) ψ = z ^ k • ψ := by
      intro k
      induction k with
      | zero => simp
      | succ k ih =>
        rw [pow_succ', Module.End.mul_apply, ih, map_smul, hz, smul_smul, ← pow_succ]
    have h : z ^ n • ψ = -ψ := by rw [← hk n, hC]; simp
    have h0 : (z ^ n + 1) • ψ = 0 := by rw [add_smul, one_smul, h, neg_add_cancel]
    exact eq_neg_of_add_eq_zero_left ((smul_eq_zero.1 h0).resolve_right hψ)
  · -- proportional partners would force |c|² = -1
    intro c hc
    have h := hΘ ψ
    rw [hc, map_smulₛₗ, hc, smul_smul] at h
    have h0 : (conj c * c + 1) • ψ = 0 := by rw [add_smul, one_smul, h, neg_add_cancel]
    have h1 := (smul_eq_zero.1 h0).resolve_right hψ
    rw [← Complex.normSq_eq_conj_mul_self] at h1
    have h2 : Complex.normSq c + 1 = 0 := by exact_mod_cast h1
    linarith [Complex.normSq_nonneg c]
```

The explicit doublet satisfies all three relations for every root $z$.

```lean
/-- If `z ^ n = -1`, the two-component doublet satisfies the symmetry relations, with `(1, 0)` an
eigenvector of the rotation. -/
theorem kramers_partner_witness (n : ℕ) (z : ℂ) (hz : z ^ n = -1) :
    doubletRotation z ^ n = -1 ∧ (∀ v, doubletPT (doubletPT v) = -v) ∧
    (∀ v, doubletRotation z (doubletPT v) = doubletPT (doubletRotation z v)) ∧
    doubletRotation z (1, 0) = z • ((1, 0) : ℂ × ℂ) := by
  have hk : ∀ (k : ℕ) (v : ℂ × ℂ),
      (doubletRotation z ^ k) v = (z ^ k * v.1, conj z ^ k * v.2) := by
    intro k v
    induction k with
    | zero => simp
    | succ k ih =>
      rw [pow_succ', Module.End.mul_apply, ih]
      exact Prod.ext
        (by change z * (z ^ k * v.1) = z ^ (k + 1) * v.1; ring)
        (by change conj z * (conj z ^ k * v.2) = conj z ^ (k + 1) * v.2; ring)
  have hz' : conj z ^ n = -1 := by rw [← map_pow, hz]; simp
  refine ⟨LinearMap.ext fun v => ?_, fun v => ?_, fun v => ?_, ?_⟩
  · rw [hk n v, hz, hz']
    apply Prod.ext <;> simp
  · apply Prod.ext <;> simp [doubletPT]
  · apply Prod.ext <;> simp [doubletRotation, doubletPT]
  · simp [doubletRotation]
```

## The root condition zⁿ = −1

This condition carries the spinor sign into the count. It forces $n\ge1$ and $|z|=1$, so $z=e^{i\theta}$ with $-\pi<\theta\le\pi$ and $n\theta=\pi+2\pi m$ for an integer $m$. If $m\ge0$, then $\theta=\theta_m$. If $m=-(j+1)$ with $j\ge0$, then $\theta=-\theta_j$. The bounds on $\theta$ give $2j+1\le n$ (with $j=m$ in the first case), that is, $j<\lceil n/2\rceil$, written `(n + 1) / 2` in natural-number division. Conversely, $e^{in\theta_j}=e^{i\pi(2j+1)}=-1$. Lean splits on the sign of $m$ in the same way. Without the root condition, any complex number $z$ could supply a label $\{z,\bar z\}$.

```lean
/-- The solutions of `z ^ n = -1` are the phases `exp(iπ(2j+1)/n)` with `j < ⌈n/2⌉` and
their conjugates. -/
theorem spinor_eigenvalue_iff (n : ℕ) (z : ℂ) :
    z ^ n = -1 ↔ ∃ j < (n + 1) / 2, z = phase n j ∨ z = conj (phase n j) := by
  constructor
  · intro h
    have hn : n ≠ 0 := by
      rintro rfl
      rw [pow_zero] at h
      norm_num at h
    have hn' : (n : ℝ) ≠ 0 := Nat.cast_ne_zero.2 hn
    have hnorm : ‖z‖ = 1 :=
      (pow_eq_one_iff_of_nonneg (norm_nonneg z) hn).1 (by rw [← norm_pow, h]; simp)
    have hz := Complex.norm_mul_exp_arg_mul_I z
    rw [hnorm, Complex.ofReal_one, one_mul] at hz
    have he : Complex.exp (n * (z.arg * Complex.I)) = Complex.exp (Real.pi * Complex.I) := by
      rw [Complex.exp_nat_mul, hz, h, Complex.exp_pi_mul_I]
    -- the argument is quantised in odd multiples of π/n
    obtain ⟨m, hm⟩ := Complex.exp_eq_exp_iff_exists_int.1 he
    have hq : (n : ℝ) * z.arg = Real.pi + m * (2 * Real.pi) := by
      simpa using congrArg Complex.im hm
    rcases le_or_gt 0 m with h0 | h0
    · lift m to ℕ using h0
      rw [Int.cast_natCast] at hq
      have hb := mul_le_mul_of_nonneg_left (Complex.arg_le_pi z) (Nat.cast_nonneg (α := ℝ) n)
      have hr : (2 * m + 1 : ℝ) ≤ n :=
        le_of_mul_le_mul_right (by linarith) Real.pi_pos
      have hN : 2 * m + 1 ≤ n := by exact_mod_cast hr
      have ha : z.arg = angle n m := (eq_div_iff hn').2 (by linear_combination hq)
      exact ⟨m, by omega, Or.inl (by rw [phase, ← ha, hz])⟩
    · obtain ⟨j, rfl⟩ : ∃ j : ℕ, m = -((j : ℤ) + 1) := ⟨(-m - 1).toNat, by omega⟩
      push_cast at hq
      have hb := mul_le_mul_of_nonneg_left (Complex.neg_pi_lt_arg z).le
        (Nat.cast_nonneg (α := ℝ) n)
      have hr : (2 * j + 1 : ℝ) ≤ n :=
        le_of_mul_le_mul_right (by linarith) Real.pi_pos
      have hN : 2 * j + 1 ≤ n := by exact_mod_cast hr
      have ha : -z.arg = angle n j := (eq_div_iff hn').2 (by linear_combination -hq)
      refine ⟨j, by omega, Or.inr ?_⟩
      rw [phase, ← ha, ← Complex.exp_conj]
      simpa using hz.symm
  · rintro ⟨j, hj, h⟩
    have hn : (n : ℂ) ≠ 0 := Nat.cast_ne_zero.2 (by omega)
    have hp : phase n j ^ n = -1 := by
      have e : (n : ℂ) * (angle n j * Complex.I) =
          Real.pi * Complex.I + j * (2 * Real.pi * Complex.I) := by
        rw [angle]
        push_cast
        field_simp
        ring
      rw [phase, ← Complex.exp_nat_mul, e, Complex.exp_add, Complex.exp_pi_mul_I,
        Complex.exp_nat_mul_two_pi_mul_I, mul_one]
    rcases h with rfl | rfl
    · exact hp
    · rw [← map_pow, hp]; simp
```

Two labels agree exactly when their eigenvalues are equal or conjugate, so the phases above exhaust the labels.

```lean
/-- Two eigenvalues label the same doublet exactly when they are equal or conjugate. -/
theorem doublet_eq_iff (z w : ℂ) : doublet z = doublet w ↔ z = w ∨ z = conj w := by
  constructor
  · intro h
    have hz : z ∈ doublet z := Or.inl rfl
    rw [h] at hz
    exact hz
  · rintro (rfl | rfl)
    · rfl
    · simp [doublet, Set.pair_comm]

/-- The doublet labels are those of the phases with `j < ⌈n/2⌉`. -/
theorem doublets_eq (n : ℕ) : doublets n =
    (fun j => doublet (phase n j)) '' (Finset.range ((n + 1) / 2) : Set ℕ) := by
  apply Set.Subset.antisymm
  · rintro _ ⟨z, hz, rfl⟩
    obtain ⟨j, hj, h⟩ := (spinor_eigenvalue_iff n z).1 hz
    exact ⟨j, Finset.mem_coe.2 (Finset.mem_range.2 hj), ((doublet_eq_iff _ _).2 h).symm⟩
  · rintro _ ⟨j, hj, rfl⟩
    exact ⟨phase n j, (spinor_eigenvalue_iff n _).2
      ⟨j, Finset.mem_range.1 (Finset.mem_coe.1 hj), Or.inl rfl⟩, rfl⟩
```

They are also distinct: equal labels have equal $\cos\theta_j$, and cosine is injective on $[0,\pi]$, where all these angles lie.

```lean
/-- An `n`-fold spinor rotation has `⌈n/2⌉` distinct doublet labels. -/
theorem card_doublets (n : ℕ) : (doublets n).ncard = (n + 1) / 2 := by
  rw [doublets_eq, Set.InjOn.ncard_image]
  · exact (Set.ncard_coe_finset _).trans (Finset.card_range _)
  · intro j hj k hk e
    have hj' := Finset.mem_range.1 (Finset.mem_coe.1 hj)
    have hk' := Finset.mem_range.1 (Finset.mem_coe.1 hk)
    have hn : (0 : ℝ) < n := Nat.cast_pos.2 (by omega)
    have hmem : ∀ i < (n + 1) / 2, angle n i ∈ Set.Icc 0 Real.pi := by
      intro i hi
      have hb : (2 * i + 1 : ℝ) ≤ n := by exact_mod_cast (by omega : 2 * i + 1 ≤ n)
      refine ⟨by unfold angle; positivity, (div_le_iff₀ hn).2 ?_⟩
      nlinarith [Real.pi_pos]
    -- a doublet determines the cosine of its angle
    have hre : (phase n j).re = (phase n k).re := by
      rcases (doublet_eq_iff _ _).1 e with h | h
      · rw [h]
      · rw [h, Complex.conj_re]
    rw [phase, phase, Complex.exp_ofReal_mul_I_re, Complex.exp_ofReal_mul_I_re] at hre
    have ha := Real.injOn_cos (hmem j hj') (hmem k hk') hre
    have hb := mul_right_cancel₀ Real.pi_ne_zero ((div_left_inj' hn.ne').1 ha)
    exact_mod_cast (by linarith : (j : ℝ) = k)
```

## Rotation symmetry of the Hamiltonian

`Commute H (diagonal d)` says that $H$ is invariant under the rotation. Entrywise, $HD=DH$ reads $(d_i-d_j)H_{ij}=0$, so entries between unequal eigenvalues vanish, and the converse follows from the same identity. Lean compares the entries and cancels the nonzero factor. Without this symmetry, any entry may be nonzero.

```lean
/-- A matrix commutes with a diagonal rotation exactly when its entries between unequal
eigenvalues vanish. -/
theorem commute_diagonal_iff {m : Type*} [Fintype m] [DecidableEq m]
    (H : Matrix m m ℂ) (d : m → ℂ) :
    Commute H (diagonal d) ↔ ∀ i j, d i ≠ d j → H i j = 0 := by
  constructor
  · intro h i j hij
    have e := congrFun (congrFun h.eq i) j
    rw [Matrix.mul_diagonal, Matrix.diagonal_mul] at e
    have h0 : (d i - d j) * H i j = 0 := by linear_combination -e
    exact (mul_eq_zero.1 h0).resolve_left (sub_ne_zero.2 hij)
  · intro h
    refine Matrix.ext fun i j => ?_
    rw [Matrix.mul_diagonal, Matrix.diagonal_mul]
    by_cases e : d i = d j
    · rw [e, mul_comm]
    · rw [h i j e]; simp
```

## Unequal labels, and Hermiticity

Unequal labels are disjoint sets, so all four couplings $H_{(a,s),(b,t)}$ vanish. For equal labels, Lean builds the matrix with entry 1 between states of equal eigenvalue and 0 elsewhere. It is Hermitian, commutes with the rotation and couples the doublets.

Hermiticity makes $H$ an observable. The vanishing does not use it; it matters only in requiring the coupling matrix to be Hermitian. $H$ is not required to commute with $\Theta$, and that matrix need not do so. Let $\Theta$ act on each doublet as `doubletPT` does, with `(a, false)` as the first component and `(a, true)` as the second. Requiring $H$ to commute with this $\Theta$ as well would not change the criterion. If $z_a=z_b$, the matrix that swaps `(a, s)` and `(b, s)` for both `s` commutes with the rotation and with $\Theta$. If $z_b=\bar z_a$, the same works once the basis of doublet `b` is replaced by `(b, true)` and minus `(b, false)`, in that order.

```lean
/-- All couplings between doublets `a` and `b` vanish in every Hermitian
rotation-symmetric Hamiltonian exactly when their labels differ. -/
theorem hybridization_forbidden_iff {ι : Type*} [Fintype ι] [DecidableEq ι]
    (z : ι → ℂ) (a b : ι) :
    (∀ H : Matrix (ι × Bool) (ι × Bool) ℂ, H.IsHermitian → Commute H (pairedRotation z) →
      ∀ s t, H (a, s) (b, t) = 0) ↔ doublet (z a) ≠ doublet (z b) := by
  constructor
  · intro h heq
    obtain ⟨t, ht⟩ : ∃ t, pairPhase z (a, false) = pairPhase z (b, t) := by
      rcases (doublet_eq_iff _ _).1 heq with e | e
      · exact ⟨false, by simp [pairPhase, e]⟩
      · exact ⟨true, by simp [pairPhase, e]⟩
    -- couple all states of equal eigenvalue with unit strength
    refine absurd (h (Matrix.of fun p q => if pairPhase z p = pairPhase z q then 1 else 0)
      ?_ ?_ false t) (by simp [ht])
    · refine Matrix.IsHermitian.ext fun i j => ?_
      by_cases e : pairPhase z i = pairPhase z j
      · simp [e]
      · simp [e, Ne.symm e]
    · exact (commute_diagonal_iff _ _).2 fun i j e => by simp [e]
  · intro hne H _ hc s t
    have hp : ∀ p, doublet (pairPhase z p) = doublet (z p.1) := by
      intro p
      unfold pairPhase
      split_ifs
      · exact (doublet_eq_iff _ _).2 (Or.inr rfl)
      · rfl
    refine (commute_diagonal_iff H _).1 hc _ _ fun e => hne ?_
    exact (hp (a, s)).symm.trans ((congrArg doublet e).trans (hp (b, t)))
```

Two doublets with unequal labels exist exactly when $\lceil n/2\rceil\ge2$, that is, $n\ge3$. The last theorem combines the count with the coupling criterion, naming the doublets `false` and `true`.

```lean
/-- An `n`-fold spinor rotation admits two doublets that no Hermitian rotation-symmetric
Hamiltonian can couple exactly when `n ≥ 3`. -/
theorem protected_crossing_iff (n : ℕ) :
    3 ≤ n ↔ ∃ z : Bool → ℂ, (∀ a, z a ^ n = -1) ∧
      ∀ H : Matrix (Bool × Bool) (Bool × Bool) ℂ, H.IsHermitian →
        Commute H (pairedRotation z) → ∀ s t, H (false, s) (true, t) = 0 := by
  have hfin : (doublets n).Finite := by
    rw [doublets_eq]
    exact (Finset.finite_toSet _).image _
  have hcard := card_doublets n
  constructor
  · intro hn
    obtain ⟨_, _, ⟨z, hz, rfl⟩, ⟨w, hw, rfl⟩, hne⟩ :=
      (Set.one_lt_ncard_iff hfin).1 (by omega)
    refine ⟨fun a => cond a w z, ?_, (hybridization_forbidden_iff _ false true).2 hne⟩
    intro a
    cases a
    · exact hz
    · exact hw
  · rintro ⟨z, hz, h⟩
    have hne := (hybridization_forbidden_iff z false true).1 h
    have h2 := (Set.one_lt_ncard_iff hfin).2
      ⟨_, _, ⟨z false, hz false, rfl⟩, ⟨z true, hz true, rfl⟩, hne⟩
    omega

end

end SpinorBandCrossing
```

```lean
#print axioms SpinorBandCrossing.kramers_partner
#print axioms SpinorBandCrossing.protected_crossing_iff
```

```
'SpinorBandCrossing.kramers_partner' depends on axioms: [propext, Classical.choice, Quot.sound]
'SpinorBandCrossing.protected_crossing_iff' depends on axioms: [propext, Classical.choice, Quot.sound]
```
